# A positive definite bosonic quadratic form has a metric-preserving diagonalisation with positive frequencies

An RPA calculation with complex orbitals can keep the positive-frequency solutions, orthonormalise them so that $X^\dagger X-Y^\dagger Y=1$, and obtain the other half by conjugating the amplitudes and exchanging excitation with de-excitation. The equations are

$$AX+BY=XW,\qquad \bar BX+\bar AY=-YW,$$

where the columns of $X$ and $Y$ hold excitation and de-excitation amplitudes, $W$ is the diagonal matrix of frequencies, and the bar is entrywise conjugation. If the matrix $N$ built from $A$ and $B$ is positive definite, this procedure yields a complete set of modes. In time-dependent Hartree–Fock, where $A$ and $B$ include the exchange terms, that condition means the Hartree–Fock energy rises to second order under every rotation that mixes occupied with virtual orbitals.

## The matrices

```lean
import Mathlib

open Matrix
open scoped ComplexOrder

namespace BosonicNormalForm

universe u

variable {n : Type u} [Fintype n] [DecidableEq n]
```

`n` is a finite set of labels, such as occupied–virtual pairs, and not a number. Write $|n|$ for its size. `n ⊕ n` is two copies of it.

```lean
/-- Entrywise complex conjugate of a matrix. -/
def bar (M : Matrix n n ℂ) : Matrix n n ℂ := M.map star
```

`bar M` is $\bar M$, without transposition. Lean writes `ᵀ` for the transpose and `ᴴ` for the adjoint $\dagger$.

```lean
/-- The diagonal matrix of a family of real numbers, such as mode frequencies. -/
abbrev freq {m : Type u} [DecidableEq m] (W : m → ℝ) : Matrix m m ℂ :=
  diagonal fun i => (W i : ℂ)
```

`freq W` is a real diagonal matrix. It also holds norms and scale factors, so positivity is always stated separately.

```lean
/-- The bosonic metric `S = diag(I, -I)`. -/
def metric (n : Type u) [DecidableEq n] : Matrix (n ⊕ n) (n ⊕ n) ℂ :=
  fromBlocks 1 0 0 (-1)
```

This is $S=\mathrm{diag}(I,-I)$, which encodes the boson commutators.

```lean
/-- The matrix `N = [[A, B], [conj B, conj A]]` of a quadratic boson Hamiltonian. -/
def quadForm (A B : Matrix n n ℂ) : Matrix (n ⊕ n) (n ⊕ n) ℂ :=
  fromBlocks A B (bar B) (bar A)
```

This is $N$, which is not a number operator. It belongs to $H=\tfrac12\Psi^\dagger N\Psi$ with $\Psi=(b,b^\dagger)$. Replacing the interacting electrons by this finite quadratic boson model, with frequency-independent $A$ and $B$, is a physical approximation made beforehand.

```lean
/-- The matrix `U = [[X, conj Y], [Y, conj X]]` of modes and their conjugate partners. -/
def bogoliubov (X Y : Matrix n n ℂ) : Matrix (n ⊕ n) (n ⊕ n) ℂ :=
  fromBlocks X (bar Y) Y (bar X)
```

The first block column of $U$ holds the modes $(X,Y)$, the second their partners $(\bar Y,\bar X)$.

## Counting the modes of positive norm

```lean
/-- A Hermitian matrix has a unitary matrix of eigenvectors with real eigenvalues, which are
positive if the matrix is positive definite. -/
theorem exists_eigenvectors {H : Matrix n n ℂ} (hH : H.IsHermitian) :
    ∃ (R : Matrix n n ℂ) (e : n → ℝ), Rᴴ * R = 1 ∧ H * R = R * freq e ∧
      (H.PosDef → ∀ i, 0 < e i) := by
  refine ⟨(hH.eigenvectorUnitary : Matrix n n ℂ), hH.eigenvalues,
    Matrix.mem_unitaryGroup_iff'.mp hH.eigenvectorUnitary.2, ?_, fun h i => h.eigenvalues_pos i⟩
  ext i j
  have h := congrFun (hH.mulVec_eigenvectorBasis j) i
  rw [Matrix.mul_diagonal, Matrix.mul_apply]
  simpa [Matrix.mulVec, dotProduct, Matrix.IsHermitian.eigenvectorUnitary_apply, mul_comm] using h
```

For Hermitian $H$ there is a unitary $R$ with $HR=R\,\mathrm{diag}(e)$ and real $e$. If $H$ is positive definite, every $e_i>0$. The proof reads Mathlib's eigenvector basis entry by entry.

```lean
/-- Positive norms can be rescaled to one by a real diagonal matrix. -/
theorem exists_rescaling {e : n → ℝ} (he : ∀ i, 0 < e i) :
    ∃ s : n → ℝ, (freq s)ᴴ * freq e * freq s = 1 := by
  refine ⟨fun i => (√(e i))⁻¹, ?_⟩
  have key : ∀ s : ℝ, s ≠ 0 → s⁻¹ * (s * s) * s⁻¹ = 1 := fun s hs => by field_simp
  rw [diagonal_conjTranspose, diagonal_mul_diagonal, diagonal_mul_diagonal, ← diagonal_one]
  refine congrArg diagonal (funext fun i => ?_)
  have h := key _ (Real.sqrt_pos.mpr (he i)).ne'
  rw [Real.mul_self_sqrt (he i).le] at h
  simp only [Pi.star_apply, Complex.star_def, Complex.conj_ofReal]
  exact_mod_cast h
```

Take $s_i=1/\sqrt{e_i}$; then $s_ie_is_i=1$.

```lean
/-- If `V` has upper half `X` and lower half `Y`, then `Vᴴ S V = Xᴴ X - Yᴴ Y`. -/
theorem metric_gram {p : Type u} (V : Matrix (n ⊕ n) p ℂ) :
    Vᴴ * metric n * V = V.toRows₁ᴴ * V.toRows₁ - V.toRows₂ᴴ * V.toRows₂ := by
  ext a b
  simp [metric, Matrix.mul_apply, Fintype.sum_sum_type, Matrix.one_apply, sub_eq_add_neg]
```

If $V$ has upper half $X$ and lower half $Y$, then $V^\dagger SV=X^\dagger X-Y^\dagger Y$. The names `toRows₁` and `toRows₂` select the halves.

```lean
omit [DecidableEq n] in
/-- Modes `(X, Y)` that are mutually orthogonal in the metric and have positive norm are at most as
many as the rows of `X`. -/
theorem card_modes_le {p : Type u} [Fintype p] [DecidableEq p] {X Y : Matrix n p ℂ} {μ : p → ℝ}
    (hμ : ∀ i, 0 < μ i) (h : Xᴴ * X - Yᴴ * Y = freq μ) : Fintype.card p ≤ Fintype.card n := by
  have hX : (Xᴴ * X).PosDef := by
    rw [eq_add_of_sub_eq h]
    exact (Matrix.PosDef.diagonal fun i => Complex.zero_lt_real.mpr (hμ i)).add_posSemidef
      (Matrix.posSemidef_conjTranspose_mul_self Y)
  calc Fintype.card p = (Xᴴ * X).rank := (Matrix.rank_of_isUnit _ hX.isUnit).symm
    _ = X.rank := Matrix.rank_conjTranspose_mul_self X
    _ ≤ Fintype.card n := X.rank_le_card_height
```

Suppose $X^\dagger X-Y^\dagger Y=\mathrm{diag}(\mu)$ with all $\mu_i>0$. Then $X^\dagger X=\mathrm{diag}(\mu)+Y^\dagger Y$ is positive definite, hence invertible. Its rank is the number of modes, and it equals the rank of $X$, which is at most $|n|$. The `calc` block is this chain.

```lean
/-- One congruence turns a positive definite `N` into the identity and the metric into a real
diagonal matrix. -/
theorem exists_reduction {N : Matrix (n ⊕ n) (n ⊕ n) ℂ} (hN : N.PosDef) :
    ∃ (C : Matrix (n ⊕ n) (n ⊕ n) ℂ) (μ : n ⊕ n → ℝ),
      Cᴴ * N * C = 1 ∧ Cᴴ * metric n * C = freq μ := by
  obtain ⟨R, e, hR, hRe, hpos⟩ := exists_eigenvectors hN.isHermitian
  obtain ⟨s, hs⟩ := exists_rescaling (hpos hN)
  obtain ⟨T, hT⟩ : ∃ T : Matrix (n ⊕ n) (n ⊕ n) ℂ, Tᴴ * N * T = 1 := by
    refine ⟨R * freq s, ?_⟩
    calc (R * freq s)ᴴ * N * (R * freq s) = (freq s)ᴴ * (Rᴴ * (N * R)) * freq s := by
          rw [conjTranspose_mul]; simp only [mul_assoc]
      _ = 1 := by rw [hRe, ← mul_assoc Rᴴ, hR, one_mul, hs]
  have hS : (metric n)ᴴ = metric n := by simp [metric, fromBlocks_conjTranspose]
  have hH : (Tᴴ * metric n * T).IsHermitian := by
    rw [Matrix.IsHermitian]
    simp only [conjTranspose_mul, conjTranspose_conjTranspose, hS, mul_assoc]
  obtain ⟨Q, μ, hQ, hQμ, -⟩ := exists_eigenvectors hH
  have hc : ∀ M, (T * Q)ᴴ * M * (T * Q) = Qᴴ * (Tᴴ * M * T * Q) := fun M => by
    simp only [conjTranspose_mul, mul_assoc]
  exact ⟨T * Q, μ, by rw [hc, hT, one_mul, hQ], by rw [hc, hQμ, ← mul_assoc, hQ, one_mul]⟩
```

Diagonalise $N$ and rescale, $T=R\,\mathrm{diag}(e)^{-1/2}$, so that $T^\dagger NT=1$. Diagonalise the Hermitian matrix $T^\dagger ST$ with a unitary $Q$. For $C=TQ$,

$$C^\dagger NC=1,\qquad C^\dagger SC=\mathrm{diag}(\mu).$$

```lean
/-- For positive definite `N` there are orthonormal modes of positive norm, one for each label in
`n`, that solve `N V = S V W` with positive frequencies. -/
theorem exists_positive_modes {N : Matrix (n ⊕ n) (n ⊕ n) ℂ} (hN : N.PosDef) :
    ∃ (V : Matrix (n ⊕ n) n ℂ) (W : n → ℝ), (∀ i, 0 < W i) ∧
      Vᴴ * metric n * V = 1 ∧ N * V = metric n * V * freq W := by
  obtain ⟨C, μ, h1, h2⟩ := exists_reduction hN
  have h3 : N * C * Cᴴ = 1 := mul_eq_one_comm.mp (by rw [← mul_assoc]; exact h1)
  have hSS : metric n * metric n = 1 := by simp [metric, fromBlocks_multiply]
  have hSC : metric n * C = N * C * freq μ := by
    rw [← h2, mul_assoc Cᴴ, ← mul_assoc (N * C), h3, one_mul]
  -- no mode has norm zero, since the metric is invertible
  have hG : Cᴴ * N * metric n * (N * C * freq μ) = 1 := by
    rw [← hSC, mul_assoc, ← mul_assoc (metric n), hSS, one_mul, h1]
  have hμ : ∀ p, μ p ≠ 0 := fun p hp => by
    rw [← mul_assoc] at hG
    have h := congrFun (congrFun hG p) p
    simp only [Matrix.mul_diagonal, hp, Complex.ofReal_zero, mul_zero, Matrix.one_apply_eq] at h
    exact zero_ne_one h
  have hsub : ∀ (p : Type u) [DecidableEq p] (f : p → n ⊕ n), Function.Injective f →
      (C.submatrix id f)ᴴ * metric n * C.submatrix id f = freq (μ ∘ f) := by
    intro p _ f hf
    have h : (C.submatrix id f)ᴴ * metric n * C.submatrix id f =
        (Cᴴ * metric n * C).submatrix f f := by
      ext a b
      simp only [Matrix.mul_apply, conjTranspose_apply, submatrix_apply, id]
    rw [h, h2]
    exact Matrix.submatrix_diagonal _ _ hf
  -- at most |n| modes of either sign, 2|n| in all: exactly |n| are positive
  have hP : Fintype.card {p // 0 < μ p} ≤ Fintype.card n :=
    card_modes_le (fun i => i.2) ((metric_gram _).symm.trans (hsub _ _ Subtype.val_injective))
  have hQ : Fintype.card {p // ¬ 0 < μ p} ≤ Fintype.card n := by
    refine card_modes_le (μ := fun i => -μ i.1)
      (fun i => neg_pos.mpr (lt_of_le_of_ne (not_lt.mp i.2) (hμ i.1))) ?_
      (X := (C.submatrix id Subtype.val).toRows₂) (Y := (C.submatrix id Subtype.val).toRows₁)
    rw [← neg_sub, ← metric_gram, hsub _ _ Subtype.val_injective]
    ext i j
    by_cases h : i = j
    · subst h; simp [freq]
    · simp [freq, h]
  have hc := Fintype.card_congr (Equiv.sumCompl fun p => 0 < μ p)
  rw [Fintype.card_sum, Fintype.card_sum] at hc
  let e : n ≃ {p // 0 < μ p} := Fintype.equivOfCardEq (by omega)
  let f : n → n ⊕ n := fun j => (e j).1
  have hf : ∀ j, 0 < μ (f j) := fun j => (e j).2
  obtain ⟨s, hs⟩ := exists_rescaling (e := μ ∘ f) hf
  refine ⟨C.submatrix id f * freq s, fun j => (μ (f j))⁻¹, fun j => inv_pos.mpr (hf j), ?_, ?_⟩
  · rw [← hs, ← hsub n f (Subtype.val_injective.comp e.injective), conjTranspose_mul]
    simp only [Matrix.mul_assoc]
  · ext i j
    have h := congrFun (congrFun hSC i) (f j)
    rw [Matrix.mul_diagonal] at h
    have h' : (metric n * C.submatrix id f) i j =
        (N * C.submatrix id f) i j * (μ (f j) : ℂ) := h
    have hinv : (μ (f j) : ℂ) * (((μ (f j))⁻¹ : ℝ) : ℂ) = 1 := by
      exact_mod_cast mul_inv_cancel₀ (hf j).ne'
    simp only [← Matrix.mul_assoc, Matrix.mul_diagonal]
    rw [h']
    linear_combination (-((N * C.submatrix id f) i j * (s j : ℂ))) * hinv
```

Since $C$ is square, $C^\dagger NC=1$ gives $NCC^\dagger=1$, so

$$SC=NCC^\dagger SC=NC\,\mathrm{diag}(\mu).$$

A zero $\mu_p$ would give the invertible matrix $SC$ a zero column, so all $\mu_p\neq0$. At most $|n|$ are positive, by the previous bound; at most $|n|$ are negative, by the same bound with $X$ and $Y$ exchanged. The total is $2|n|$, so exactly $|n|$ are positive (`omega` does this arithmetic).

Keep those columns $c_j$ and set $v_j=c_j/\sqrt{\mu_j}$, $W_j=1/\mu_j$. Then $V^\dagger SV=1$ and $NV=SVW$.

In an actual calculation, one can factor $N=K^\dagger K$ by Cholesky, diagonalise $KSK^\dagger$, keep orthonormal eigenvectors $q_j$ with eigenvalues $W_j>0$, and form $v_j=\sqrt{W_j}\,K^{-1}q_j$.

## Modes and their conjugate partners

```lean
/-- An overlap matrix `G` with `W G + G W = 0` vanishes if all frequencies are positive. -/
theorem overlap_eq_zero {G : Matrix n n ℂ} {W : n → ℝ} (hW : ∀ i, 0 < W i)
    (h : freq W * G + G * freq W = 0) : G = 0 := by
  ext i j
  have hij := congrFun (congrFun h i) j
  simp only [Matrix.add_apply, Matrix.diagonal_mul, Matrix.mul_diagonal, Matrix.zero_apply] at hij
  have hne : (W i : ℂ) + (W j : ℂ) ≠ 0 := by exact_mod_cast (add_pos (hW i) (hW j)).ne'
  have h0 : ((W i : ℂ) + (W j : ℂ)) * G i j = 0 := by linear_combination hij
  exact (mul_eq_zero.mp h0).resolve_left hne
```

Entry by entry, $(W_i+W_j)G_{ij}=0$. The bracket is positive, so $G=0$, even for degenerate frequencies.

```lean
/-- **Bosonic normal form.** If `N = [[A, B], [conj B, conj A]]` is positive definite, a matrix
`U = [[X, conj Y], [Y, conj X]]` preserves the metric and brings `N` to `diag(W, W)`, `W > 0`. -/
theorem exists_normal_form {A B : Matrix n n ℂ} (hN : (quadForm A B).PosDef) :
    ∃ (X Y : Matrix n n ℂ) (W : n → ℝ), (∀ i, 0 < W i) ∧
      (bogoliubov X Y)ᴴ * metric n * bogoliubov X Y = metric n ∧
      (bogoliubov X Y)ᴴ * quadForm A B * bogoliubov X Y = fromBlocks (freq W) 0 0 (freq W) := by
  -- positivity makes A Hermitian and B symmetric
  obtain ⟨hA, hB, hB', hA'⟩ := Matrix.isHermitian_fromBlocks_iff.mp hN.isHermitian
  have bt : ∀ P : Matrix n n ℂ, (bar P)ᴴ = Pᵀ := by intro P; ext i j; simp [bar]
  have hAt : Aᵀ = bar A := (bt A).symm.trans hA'.eq
  have hBt : Bᵀ = B := (bt B).symm.trans hB'
  have hAb : (bar A)ᵀ = A := by rw [← hAt, transpose_transpose]
  have hBb : (bar B)ᵀ = bar B := congrArg bar hBt
  obtain ⟨V, W, hW, hV, hNV⟩ := exists_positive_modes hN
  obtain ⟨X, Y, rfl⟩ : ∃ X Y, V = fromRows X Y := ⟨_, _, (fromRows_toRows V).symm⟩
  simp only [metric_gram, toRows₁_fromRows, toRows₂_fromRows] at hV
  -- the RPA equations in block form, their adjoints and their transposes
  have h1 := congrArg toRows₁ hNV
  have h2 := congrArg toRows₂ hNV
  simp only [quadForm, metric, fromBlocks_mul_fromRows, fromRows_mul, toRows₁_fromRows,
    toRows₂_fromRows, one_mul, zero_mul, neg_mul, add_zero, zero_add] at h1 h2
  have hw : (freq W)ᴴ = freq W := by
    rw [diagonal_conjTranspose]
    exact congrArg diagonal (funext fun i => Complex.conj_ofReal _)
  have r1 := congrArg conjTranspose h1
  have r2 := congrArg conjTranspose h2
  simp only [conjTranspose_add, conjTranspose_mul, conjTranspose_neg, hA.eq, hA'.eq, hB, hB',
    hw] at r1 r2
  have t1 := congrArg transpose h1
  have t2 := congrArg transpose h2
  simp only [transpose_add, transpose_mul, transpose_neg, hAt, hAb, hBt, hBb,
    diagonal_transpose] at t1 t2
  -- modes are orthogonal to all conjugate partners
  have pair : Xᵀ * Y = Yᵀ * X := sub_eq_zero.mp (overlap_eq_zero hW (by
    linear_combination (norm := noncomm_ring) Xᵀ * h2 + Yᵀ * h1 - t1 * Y - t2 * X))
  have p1 : Xᴴ * bar Y = Yᴴ * bar X := by
    have h := congrArg conjTranspose pair
    rw [conjTranspose_mul, conjTranspose_mul] at h
    exact h.symm
  have p3 : Xᵀ * bar X - Yᵀ * bar Y = 1 := by
    have h := congrArg transpose hV
    rw [transpose_sub, transpose_mul, transpose_mul, transpose_one] at h
    exact h
  refine ⟨X, Y, W, hW, ?_, ?_⟩
  · rw [bogoliubov, metric, fromBlocks_conjTranspose, fromBlocks_multiply, fromBlocks_multiply,
      bt, bt, Matrix.fromBlocks_inj]
    refine ⟨?_, ?_, ?_, ?_⟩
    · linear_combination (norm := noncomm_ring) hV
    · linear_combination (norm := noncomm_ring) p1
    · linear_combination (norm := noncomm_ring) pair.symm
    · linear_combination (norm := noncomm_ring) -p3
  · rw [bogoliubov, quadForm, fromBlocks_conjTranspose, fromBlocks_multiply, fromBlocks_multiply,
      bt, bt, Matrix.fromBlocks_inj]
    refine ⟨?_, ?_, ?_, ?_⟩
    · linear_combination (norm := noncomm_ring) r1 * X + r2 * Y + freq W * hV
    · linear_combination (norm := noncomm_ring) r1 * bar Y + r2 * bar X + freq W * p1
    · linear_combination (norm := noncomm_ring) t2 * X + t1 * Y + freq W * pair
    · linear_combination (norm := noncomm_ring) t2 * bar Y + t1 * bar X + freq W * p3

end BosonicNormalForm
```

In words: for any complex square $A$, $B$ with $N$ positive definite, there are $X$, $Y$ and $W>0$ with

$$U^\dagger SU=S,\qquad U^\dagger NU=\mathrm{diag}(W,W).$$

That $A$ is Hermitian and $B$ symmetric is read off from positivity. A zero mode violates the hypothesis.

Split $V$ into $X$ and $Y$, which gives the RPA equations `h1` and `h2`. Their transposes `t1` and `t2` are

$$X^T\bar A+Y^TB=WX^T,\qquad X^T\bar B+Y^TA=-WY^T.$$

Let $G=X^TY-Y^TX$. Multiplying `h2` by $X^T$ and `h1` by $Y^T$ from the left and adding gives $-GW$ on the right. Multiplying `t1` by $Y$ and `t2` by $X$ from the right and adding gives $WG$. The left sides agree, so $WG+GW=0$ and $G=0$ (`pair`).

The blocks of $U^\dagger SU$ are now

$$\begin{pmatrix}X^\dagger X-Y^\dagger Y&\bar G\\-G&-(X^T\bar X-Y^T\bar Y)\end{pmatrix}=S.$$

The adjoint equations `r1`, `r2` and the transposes together say $U^\dagger N=\mathrm{diag}(W,-W)\,U^\dagger S$. Multiplying by $U$ gives

$$U^\dagger NU=\mathrm{diag}(W,-W)\,S=\mathrm{diag}(W,W).$$

Lean checks each block with `linear_combination`, where `noncomm_ring` keeps the matrix factors in order.

For this finite quadratic model, the Hamiltonian therefore becomes a sum of independent oscillators with frequencies $W_i$.

```lean
#print axioms BosonicNormalForm.exists_normal_form
-- 'BosonicNormalForm.exists_normal_form' depends on axioms: [propext, Classical.choice, Quot.sound]
```
